# The cumulant norm of a pure two-fermion state depends only on its natural occupations

## Two determinants in four orbitals

Take two fermions in orthonormal spin-orbitals $0,1,2,3$, with pair amplitudes $C(0,1)=a=-C(1,0)$ and $C(2,3)=b=-C(3,2)$, $a,b$ real, all others zero. This is $\sqrt2\,a\,|01\rangle+\sqrt2\,b\,|23\rangle$ in normalised determinants, with weights $x=2a^2$, $y=2b^2$, $x+y=1$. Put $s=xy$. The one-matrix $g$ is diagonal with occupations $x,x,y,y$.

Compare the two-matrix $D(ij,kl)=2C(i,j)\overline{C(k,l)}$ with $W(g)(ij,kl)=g(i,k)g(j,l)-g(i,l)g(j,k)$, the antisymmetrised product of $g$ with itself. Their difference $\Lambda=D-W(g)$ is the cumulant. Up to index order its nonzero entries are of three kinds. Within a pair, $\Lambda(01,01)=x-x^2=s$, likewise for $23$: 8 entries. For mixed pairs, $\Lambda(02,02)=-s$: 16 entries. Between the pairs, $\Lambda(01,23)=2ab$, with square $s$: 8 entries. The squared moduli add to $24s^2+8s=8s(1+3s)$. The sign of $ab$ is visible in $\Lambda$ but drops out of this sum, which vanishes for a single determinant ($s=0$) and is $7/2$ at equal weights.

## General two-fermion states

Let $C$ be a complex matrix over a finite set of orthonormal spin-orbitals, with $C^T=-C$ (fermionic exchange) and $\sum_{ij}|C(i,j)|^2=1$ (normalisation). Write $C^*$ for the conjugate transpose and $\|M\|^2$ for the sum of squared moduli of the entries of $M$. With $D$, $W$, $\Lambda$ as above and $g=2CC^*$,
$$\|\Lambda\|^2=4-4\operatorname{tr}g^3+2(\operatorname{tr}g^2)^2-2\operatorname{tr}g^4 .$$
If $g=U\operatorname{diag}(\nu)U^*$ with $U^*U=1$ and real $\nu_p$, each $\operatorname{tr}g^r$, $r\ge1$, becomes $\sum_p\nu_p^r$. In electronic structure $\|\Lambda\|$ serves as one measure of correlation, and for a pure two-electron state in a finite spin-orbital basis it follows from the natural occupations without forming $D$.

## Three traces

Since $\|M\|^2=\operatorname{tr}MM^*$ and $D$, $g$, $W=W(g)$ are Hermitian,
$$\|\Lambda\|^2=\operatorname{tr}D^2-2\operatorname{tr}WD+\operatorname{tr}W^2 .$$

First, $\operatorname{tr}D^2=\sum_{ij,kl}4|C(i,j)|^2|C(k,l)|^2=4\|C\|^4=4$.

Second, for any matrices $g,h$ and a column pair $(a,b)$ (orbital labels here, as in the file),
$$\sum_{kl}W(g)(ij,kl)\,W(h)(kl,ab)=2\big[(gh)(i,a)(gh)(j,b)-(gh)(i,b)(gh)(j,a)\big],$$
because each of the four products factorises into two matrix elements of $gh$ and they agree in pairs. Thus $W(g)W(h)=2W(gh)$. Also $\operatorname{tr}W(A)=\sum_{ij}[A(i,i)A(j,j)-A(i,j)A(j,i)]=(\operatorname{tr}A)^2-\operatorname{tr}A^2$ for any $A$. Taking $A=g^2$ gives $\operatorname{tr}W^2=2(\operatorname{tr}g^2)^2-2\operatorname{tr}g^4$.

Third, define $X(k,l)=\sum_{ij}W(kl,ij)C(i,j)$, so that $X=gCg^T-gC^Tg^T$ and $\operatorname{tr}WD=2\sum_{kl}X(k,l)\overline{C(k,l)}=2\operatorname{tr}XC^*$. Antisymmetry gives $X=2gCg^T$ and $g^T=2(C^T)^*C^T=2C^*C$. Hence $XC^*=g\,(2CC^*)(2CC^*)=g^3$ and $\operatorname{tr}WD=2\operatorname{tr}g^3$. Adding the three terms gives the formula.

For the occupation form, $U^*U=1$ gives $g^r=U\operatorname{diag}(\nu^r)U^*$, and cyclicity of the trace removes $U$. In the example $\sum\nu^2=2(1-2s)$, $\sum\nu^3=2(1-3s)$, $\sum\nu^4=2(1-4s+2s^2)$, which again gives $8s+24s^2$.

## Objects, conventions and scope in Lean

The type `n` labels spin-orbitals, and `twoRDM`, `wedge` and `cumulant` are matrices on `n × n`, all ordered pairs. With the factors 2 in `oneRDM` and `twoRDM`, both traces equal $2\|C\|^2=2$. In operator language $D(ij,kl)=\langle c_k^\dagger c_l^\dagger c_jc_i\rangle$ with fermion operators $c_i$, but that reading is an interpretation: the file has no Fock space and takes the formulas as definitions.

`cumulant_frobSq` assumes `hC : Cᵀ = -C` and `hN : frobSq C = 1`, which together require at least two orbitals. It states the trace formula as an equation in $\mathbb C$, with the real `frobSq` cast. `cumulant_frobSq_occupations` is an equation in $\mathbb R$. There the natural-orbital decomposition is a hypothesis, `hU` and `hg`, and is not obtained from the spectral theorem. The columns of `U` are indexed by a separate type `m`, so unoccupied natural orbitals may be left out, and `ν` needs no bounds. Mixed states, more than two particles and infinite bases are not covered.

## The file

```lean
import Mathlib

open Matrix

namespace TwoFermionCumulantNorm

noncomputable section

variable {n : Type*} [Fintype n]

/-- Squared Frobenius norm: the sum of the squared moduli of all entries. -/
def frobSq {m k : Type*} [Fintype m] [Fintype k] (M : Matrix m k ℂ) : ℝ :=
  ∑ i, ∑ j, ‖M i j‖ ^ 2

/-- One-particle density matrix `g = 2 C C*` of the coefficient matrix `C`. -/
def oneRDM (C : Matrix n n ℂ) : Matrix n n ℂ := (2 : ℂ) • (C * Cᴴ)

/-- Two-particle density matrix `D(ij,kl) = 2 C(i,j) conj C(k,l)` on ordered orbital pairs. -/
def twoRDM (C : Matrix n n ℂ) : Matrix (n × n) (n × n) ℂ :=
  Matrix.of fun p q => 2 * C p.1 p.2 * star (C q.1 q.2)

/-- Antisymmetrised product `W(g)(ij,kl) = g(i,k) g(j,l) - g(i,l) g(j,k)`. -/
def wedge (g : Matrix n n ℂ) : Matrix (n × n) (n × n) ℂ :=
  Matrix.of fun p q => g p.1 q.1 * g p.2 q.2 - g p.1 q.2 * g p.2 q.1

/-- Two-particle cumulant: the two-matrix minus the antisymmetrised product of the one-matrix. -/
def cumulant (C : Matrix n n ℂ) : Matrix (n × n) (n × n) ℂ :=
  twoRDM C - wedge (oneRDM C)

/-- The squared Frobenius norm of `M` is the trace of `M M*`. -/
theorem frobSq_eq_trace {m k : Type*} [Fintype m] [Fintype k] (M : Matrix m k ℂ) :
    (frobSq M : ℂ) = trace (M * Mᴴ) := by
  simp only [frobSq, trace, diag_apply, Matrix.mul_apply, conjTranspose_apply]
  push_cast
  refine Finset.sum_congr rfl fun i _ => Finset.sum_congr rfl fun j _ => ?_
  rw [Complex.star_def, Complex.mul_conj, Complex.normSq_eq_norm_sq, Complex.ofReal_pow]

/-- The one-matrix is the contraction of the two-matrix over the second particle. -/
theorem oneRDM_eq_contraction (C : Matrix n n ℂ) (i k : n) :
    oneRDM C i k = ∑ j, twoRDM C (i, j) (k, j) := by
  simp only [oneRDM, twoRDM, Matrix.smul_apply, smul_eq_mul, Matrix.mul_apply,
    conjTranspose_apply, of_apply, Finset.mul_sum, mul_assoc]

/-- Antisymmetrised products multiply as `W(g) W(h) = 2 W(g h)`. -/
theorem wedge_mul_wedge (g h : Matrix n n ℂ) :
    wedge g * wedge h = (2 : ℂ) • wedge (g * h) := by
  ext ⟨i, j⟩ ⟨a, b⟩
  -- each of the four terms factorises into a product of two matrix elements of `g h`
  have key : (wedge g * wedge h) (i, j) (a, b) =
      (g * h) i a * (g * h) j b - (g * h) i b * (g * h) j a
        - (g * h) j a * (g * h) i b + (g * h) j b * (g * h) i a := by
    simp only [Matrix.mul_apply, Fintype.sum_prod_type, wedge, of_apply, Finset.sum_mul_sum,
      ← Finset.sum_sub_distrib, ← Finset.sum_add_distrib]
    refine Finset.sum_congr rfl fun k _ => Finset.sum_congr rfl fun l _ => ?_
    ring
  rw [key]
  simp only [Matrix.smul_apply, smul_eq_mul, wedge, of_apply]
  ring

/-- The trace of `W(A)` is `(trace A)^2 - trace (A A)`. -/
theorem trace_wedge (A : Matrix n n ℂ) :
    trace (wedge A) = trace A ^ 2 - trace (A * A) := by
  simp only [trace, diag_apply, wedge, of_apply, Fintype.sum_prod_type, Matrix.mul_apply, sq,
    Finset.sum_mul_sum, Finset.sum_sub_distrib]

/-- The trace of `D D` is four times the fourth power of the Frobenius norm of `C`. -/
theorem trace_twoRDM_sq (C : Matrix n n ℂ) :
    trace (twoRDM C * twoRDM C) = 4 * (frobSq C : ℂ) ^ 2 := by
  have h : (frobSq C : ℂ) = ∑ p : n × n, C p.1 p.2 * star (C p.1 p.2) := by
    simp only [frobSq_eq_trace, Fintype.sum_prod_type, trace, diag_apply, Matrix.mul_apply,
      conjTranspose_apply]
  rw [h, sq, Finset.sum_mul_sum]
  simp only [trace, diag_apply, Matrix.mul_apply, twoRDM, of_apply, Finset.mul_sum]
  refine Finset.sum_congr rfl fun p _ => Finset.sum_congr rfl fun q _ => ?_
  ring

/-- For antisymmetric `C` the trace of `W(g) D` is `2 trace g^3`. -/
theorem trace_wedge_mul_twoRDM [DecidableEq n] (C : Matrix n n ℂ) (hC : Cᵀ = -C) :
    trace (wedge (oneRDM C) * twoRDM C) = 2 * trace (oneRDM C ^ 3) := by
  obtain ⟨X, hX⟩ : ∃ X : Matrix n n ℂ,
      X = oneRDM C * C * (oneRDM C)ᵀ - oneRDM C * Cᵀ * (oneRDM C)ᵀ := ⟨_, rfl⟩
  -- `W(g)` acting on the pair amplitude `C` gives `X = g C gᵀ - g Cᵀ gᵀ`
  have happ : ∀ k l, ∑ p : n × n, wedge (oneRDM C) (k, l) p * C p.1 p.2 = X k l := by
    intro k l
    rw [hX]
    simp only [Fintype.sum_prod_type, wedge, of_apply, Matrix.sub_apply, Matrix.mul_apply,
      transpose_apply, sub_mul, Finset.sum_sub_distrib, Finset.sum_mul]
    congr 1
    · rw [Finset.sum_comm]
      refine Finset.sum_congr rfl fun j _ => Finset.sum_congr rfl fun i _ => ?_
      ring
    · refine Finset.sum_congr rfl fun i _ => Finset.sum_congr rfl fun j _ => ?_
      ring
  -- antisymmetry gives `gᵀ = 2 C* C`, hence `X C* = g^3`
  have hT : (oneRDM C)ᵀ = (2 : ℂ) • (Cᴴ * C) := by
    have e : Cᴴᵀ = Cᵀᴴ := by ext i j; rfl
    rw [oneRDM, transpose_smul, transpose_mul, e, hC, conjTranspose_neg, neg_mul_neg]
  have h3 : X * Cᴴ = oneRDM C ^ 3 := by
    rw [hX, hT, hC]
    unfold oneRDM
    simp only [pow_succ, pow_zero, one_mul, mul_neg, neg_mul, smul_neg, sub_mul,
      smul_mul_assoc, mul_smul_comm, mul_assoc]
    module
  have key : ∀ k l, (wedge (oneRDM C) * twoRDM C) (k, l) (k, l)
      = 2 * (X k l * star (C k l)) := by
    intro k l
    rw [Matrix.mul_apply, ← happ, Finset.sum_mul, Finset.mul_sum]
    refine Finset.sum_congr rfl fun p _ => ?_
    simp only [twoRDM, of_apply]
    ring
  rw [← h3]
  simp only [trace, diag_apply, Fintype.sum_prod_type, key]
  simp only [Matrix.mul_apply, conjTranspose_apply, Finset.mul_sum]

/-- For antisymmetric `C` of Frobenius norm one the cumulant has squared Frobenius norm
`4 - 4 trace g^3 + 2 (trace g^2)^2 - 2 trace g^4`. -/
theorem cumulant_frobSq [DecidableEq n] (C : Matrix n n ℂ) (hC : Cᵀ = -C) (hN : frobSq C = 1) :
    (frobSq (cumulant C) : ℂ) = 4 - 4 * trace (oneRDM C ^ 3) + 2 * trace (oneRDM C ^ 2) ^ 2
      - 2 * trace (oneRDM C ^ 4) := by
  -- `D`, `g` and `W(g)` are Hermitian
  have h2 : star (2 : ℂ) = 2 := by simp
  have hD : (twoRDM C)ᴴ = twoRDM C := by
    ext p q
    simp only [conjTranspose_apply, twoRDM, of_apply, star_mul', star_star, h2]
    ring
  have hg : (oneRDM C)ᴴ = oneRDM C := by
    rw [oneRDM, conjTranspose_smul, conjTranspose_mul, conjTranspose_conjTranspose, h2]
  have hg' : ∀ i j, star (oneRDM C i j) = oneRDM C j i := by
    intro i j
    have := congrFun (congrFun hg j) i
    rwa [conjTranspose_apply] at this
  have hW : (wedge (oneRDM C))ᴴ = wedge (oneRDM C) := by
    ext p q
    simp only [conjTranspose_apply, wedge, of_apply, star_sub, star_mul', hg']
    ring
  have e4 : oneRDM C * oneRDM C * (oneRDM C * oneRDM C) = oneRDM C ^ 4 := by
    simp only [pow_succ, pow_zero, one_mul, mul_assoc]
  have e2 : oneRDM C * oneRDM C = oneRDM C ^ 2 := (sq _).symm
  -- expand `trace ((D - W) (D - W))`
  rw [frobSq_eq_trace]
  unfold cumulant
  rw [conjTranspose_sub, hD, hW]
  simp only [sub_mul, mul_sub, trace_sub]
  rw [trace_mul_comm (twoRDM C) (wedge (oneRDM C)), trace_twoRDM_sq,
    trace_wedge_mul_twoRDM C hC, wedge_mul_wedge, trace_smul, trace_wedge, hN, e4, e2,
    smul_eq_mul]
  push_cast
  ring

/-- For antisymmetric `C` of Frobenius norm one with one-matrix `g`: if `g = U diag(ν) U*` with
orthonormal columns of `U` and real occupations `ν`, the squared cumulant norm is `4 - 4 Σ ν^3 + 2
(Σ ν^2)^2 - 2 Σ ν^4`. -/
theorem cumulant_frobSq_occupations [DecidableEq n] {m : Type*} [Fintype m] [DecidableEq m]
    (C : Matrix n n ℂ) (hC : Cᵀ = -C) (hN : frobSq C = 1)
    (U : Matrix n m ℂ) (ν : m → ℝ) (hU : Uᴴ * U = 1)
    (hg : oneRDM C = U * diagonal (fun p => (ν p : ℂ)) * Uᴴ) :
    frobSq (cumulant C) =
      4 - 4 * ∑ p, ν p ^ 3 + 2 * (∑ p, ν p ^ 2) ^ 2 - 2 * ∑ p, ν p ^ 4 := by
  have hm : ∀ A B : Matrix m m ℂ, U * A * Uᴴ * (U * B * Uᴴ) = U * (A * B) * Uᴴ := by
    intro A B
    calc U * A * Uᴴ * (U * B * Uᴴ) = U * (A * (Uᴴ * U) * B) * Uᴴ := by
          simp only [Matrix.mul_assoc]
      _ = U * (A * B) * Uᴴ := by rw [hU, Matrix.mul_one]
  -- powers of `g` are diagonal in the natural orbitals
  have hp : ∀ k : ℕ,
      oneRDM C ^ (k + 1) = U * diagonal (fun p => (ν p : ℂ) ^ (k + 1)) * Uᴴ := by
    intro k
    induction k with
    | zero =>
      simp only [zero_add, pow_one]
      exact hg
    | succ k ih =>
      rw [pow_succ (oneRDM C) (k + 1), ih, hg, hm, diagonal_mul_diagonal]
      simp only [pow_succ]
  have t : ∀ k : ℕ, trace (oneRDM C ^ (k + 1)) = ∑ p, (ν p : ℂ) ^ (k + 1) := by
    intro k
    rw [hp, trace_mul_cycle, hU, Matrix.one_mul, trace_diagonal]
  have t2 : trace (oneRDM C ^ 2) = ∑ p, (ν p : ℂ) ^ 2 := t 1
  have t3 : trace (oneRDM C ^ 3) = ∑ p, (ν p : ℂ) ^ 3 := t 2
  have t4 : trace (oneRDM C ^ 4) = ∑ p, (ν p : ℂ) ^ 4 := t 3
  have main := cumulant_frobSq C hC hN
  rw [t2, t3, t4] at main
  apply Complex.ofReal_injective
  push_cast
  exact main

/-- Two-pair state in four orbitals, amplitude `a` on the first pair and `b` on the second. -/
def pairState (a b : ℝ) : Matrix (Fin 4) (Fin 4) ℂ :=
  !![0, (a : ℂ), 0, 0; -(a : ℂ), 0, 0, 0; 0, 0, 0, (b : ℂ); 0, 0, -(b : ℂ), 0]

/-- The four numbers `2a², 2a², 2b², 2b²`. -/
def pairOcc (a b : ℝ) : Fin 4 → ℝ := ![2 * a ^ 2, 2 * a ^ 2, 2 * b ^ 2, 2 * b ^ 2]

/-- For `2a² + 2b² = 1` the two-pair state is antisymmetric, has norm one, and its one-matrix
is diagonal with entries `2a², 2a², 2b², 2b²`. -/
theorem pairState_witness (a b : ℝ) (h : 2 * a ^ 2 + 2 * b ^ 2 = 1) :
    (pairState a b)ᵀ = -pairState a b ∧ frobSq (pairState a b) = 1 ∧
      oneRDM (pairState a b) = diagonal (fun p => (pairOcc a b p : ℂ)) := by
  refine ⟨?_, ?_, ?_⟩
  · ext i j
    fin_cases i <;> fin_cases j <;> simp [pairState]
  · simp [frobSq, pairState, Fin.sum_univ_succ]
    linarith
  · ext i j
    rw [oneRDM_eq_contraction]
    fin_cases i <;> fin_cases j <;>
      simp [twoRDM, pairState, pairOcc, Fin.sum_univ_succ] <;>
      ring

/-- For the normalised two-pair state the squared cumulant norm is `8 s (1 + 3 s)` with
`s = (2a²)(2b²)`. -/
theorem pairState_cumulant (a b : ℝ) (h : 2 * a ^ 2 + 2 * b ^ 2 = 1) :
    frobSq (cumulant (pairState a b)) =
      8 * (2 * a ^ 2 * (2 * b ^ 2)) * (1 + 3 * (2 * a ^ 2 * (2 * b ^ 2))) := by
  obtain ⟨h1, h2, h3⟩ := pairState_witness a b h
  have hs : ∀ k : ℕ, ∑ p, pairOcc a b p ^ k = 2 * (2 * a ^ 2) ^ k + 2 * (2 * b ^ 2) ^ k := by
    intro k
    simp [pairOcc, Fin.sum_univ_succ]
    ring
  have hb : 2 * b ^ 2 = 1 - 2 * a ^ 2 := by linarith
  rw [cumulant_frobSq_occupations (pairState a b) h1 h2 (1 : Matrix (Fin 4) (Fin 4) ℂ)
    (pairOcc a b) (by simp) (by rw [h3]; simp), hs 2, hs 3, hs 4, hb]
  ring

end

end TwoFermionCumulantNorm
```

```lean
#print axioms TwoFermionCumulantNorm.pairState_cumulant
```

```
'TwoFermionCumulantNorm.pairState_cumulant' depends on axioms: [propext, Classical.choice, Quot.sound]
```

## How the lemmas follow the traces

`frobSq_eq_trace`, `trace_wedge` and `trace_twoRDM_sq` expand both sides into sums over entries and compare terms. `oneRDM_eq_contraction` shows $g(i,k)=\sum_jD(ij,kj)$, which identifies $g$ as the one-matrix belonging to $D$. In `wedge_mul_wedge`, `key` lists the four factorised terms and `ring` merges them. None of these uses antisymmetry or normalisation.

Antisymmetry enters only through `trace_wedge_mul_twoRDM`. There `happ` is the action of $W$ on $C$, `hT` is $g^T=2C^*C$, `h3` is $XC^*=g^3$, and `key` writes the diagonal element $(WD)(kl,kl)$ as $2X(k,l)\overline{C(k,l)}$.

`cumulant_frobSq` proves the Hermiticity statements `hD`, `hg`, `hW`, expands $\operatorname{tr}(D-W)(D-W)$, equates the two cross terms with `trace_mul_comm`, and substitutes the three traces. The constant 4 comes from `hN`. In `cumulant_frobSq_occupations`, `hm` cancels the inner $U^*U$ and `hp` is an induction over the powers `k + 1`. The zeroth power is left out because it would give $UU^*$, which need not be the identity for rectangular `U`.

`pairState_witness` checks entry by entry that the four-orbital state is antisymmetric, normalised when $2a^2+2b^2=1$, and has diagonal $g$ with entries `pairOcc a b`. `pairState_cumulant` then applies the occupation formula with $U=1$, replaces $2b^2$ by $1-2a^2$, and reaches $8s(1+3s)$ by `ring`, through the power sums and not through the entry count used at the start.
